# Var(Jz) is at most N/4 in pure product states of N qubits and equals N²/4 in the GHZ state

Take two qubits, each with spin $+\tfrac12$ or $-\tfrac12$ along z in units of $\hbar$. If both are in $(|0\rangle+|1\rangle)/\sqrt2$, the total spin is $1,0,0,-1$ on four equally likely bit strings. Its mean is $0$ and its variance is $\tfrac12$. In $(|00\rangle+|11\rangle)/\sqrt2$ each spin on its own is just as random, but the two always agree. The total is $\pm1$ with equal probability, and the variance is $1$.

For $N$ qubits these two values become $N/4$, the maximum over products of unit qubit states, and $N^2/4$, the maximum over all unit states. For a noiseless pure state rotated by $e^{-i\theta J_z}$, the quantum Fisher information about $\theta$ is $4\,\mathrm{Var}(J_z)$, so the two values correspond to the standard and Heisenberg scalings of phase sensitivity.

## A pure state and an observable diagonal in the bit strings

A state is a complex amplitude $\psi_s$ for each bit string $s$, a function `Fin N → Bool`. The bit `false` is $|0\rangle$ with spin $x_0=\tfrac12$, and `true` is $|1\rangle$ with spin $x_1=-\tfrac12$. Qubits are numbered from $0$ to $N-1$.

In Lean 4 with Mathlib:

```lean
import Mathlib

open Matrix

namespace CollectiveSpinVariance

noncomputable section

/-- The spin component of one qubit along z: `1/2` for bit `false`, `-1/2` for bit `true`. -/
def spin : Bool → ℝ
  | false => 1 / 2
  | true => -1 / 2
```

The name `magnetization` stands for the dimensionless total spin $m(s)=\sum_i x_{s_i}$, without a magnetic moment or a division by $N$.

```lean
/-- The total spin component along z of a bit string. -/
def magnetization {N : ℕ} (s : Fin N → Bool) : ℝ := ∑ i, spin (s i)
```

The matrix `sz` is half the Pauli matrix $\sigma_z$, and `Jz N` has the values $m(s)$ on its diagonal.

```lean
/-- The spin operator along z of a single qubit. -/
def sz : Matrix Bool Bool ℂ := diagonal fun b => ((spin b : ℝ) : ℂ)

/-- The collective spin operator along z of `N` qubits, diagonal in the bit strings. -/
def Jz (N : ℕ) : Matrix (Fin N → Bool) (Fin N → Bool) ℂ :=
  diagonal fun s => ((magnetization s : ℝ) : ℂ)
```

Unit norm is a separate condition, and `expectation` doesn't divide by the norm. Taking the real part loses nothing for a Hermitian matrix.

```lean
/-- The state has unit norm. -/
def Normalized {ι : Type} [Fintype ι] (ψ : ι → ℂ) : Prop := ∑ s, ‖ψ s‖ ^ 2 = 1

/-- The real part of `⟨ψ|A|ψ⟩`. -/
def expectation {ι : Type} [Fintype ι] (ψ : ι → ℂ) (A : Matrix ι ι ℂ) : ℝ :=
  (star ψ ⬝ᵥ (A *ᵥ ψ)).re

/-- The variance `⟨A²⟩ - ⟨A⟩²` of an observable. -/
def variance {ι : Type} [Fintype ι] (ψ : ι → ℂ) (A : Matrix ι ι ℂ) : ℝ :=
  expectation ψ (A * A) - expectation ψ A ^ 2
```

A product state has amplitude $\prod_i\varphi_i(s_i)$, where $\varphi_i$ is the state of qubit $i$. The GHZ state has amplitude $1/\sqrt2$ on each of the two uniform strings when $N\ge1$.

```lean
/-- The product of the single-qubit states `φ i`. -/
def productState {N : ℕ} (φ : Fin N → Bool → ℂ) (s : Fin N → Bool) : ℂ := ∏ i, φ i (s i)

/-- The GHZ amplitudes `(|0…0⟩ + |1…1⟩)/√2`, for `N ≥ 1` qubits. -/
def ghz (N : ℕ) (s : Fin N → Bool) : ℂ :=
  ((if s = (fun _ => false) then 1 else 0) + (if s = (fun _ => true) then 1 else 0)) /
    ((Real.sqrt 2 : ℝ) : ℂ)
```

Because $J_z$ is diagonal, phases drop out:

$$\langle J_z\rangle=\sum_s\overline{\psi_s}\,m(s)\,\psi_s=\sum_s|\psi_s|^2m(s),\qquad \langle J_z^2\rangle=\sum_s|\psi_s|^2m(s)^2.$$

`variance_diagonal` states this for any real diagonal observable. Its step `hE` is the first sum, and `hsq` squares the diagonal matrix.

```lean
/-- The variance of a real diagonal observable is computed from the weights `‖ψ s‖²`. -/
theorem variance_diagonal {ι : Type} [Fintype ι] [DecidableEq ι] (ψ : ι → ℂ) (f : ι → ℝ) :
    variance ψ (diagonal fun s => ((f s : ℝ) : ℂ)) =
      ∑ s, ‖ψ s‖ ^ 2 * f s ^ 2 - (∑ s, ‖ψ s‖ ^ 2 * f s) ^ 2 := by
  have hE : ∀ g : ι → ℝ, expectation ψ (diagonal fun s => ((g s : ℝ) : ℂ)) =
      ∑ s, ‖ψ s‖ ^ 2 * g s := by
    intro g
    rw [expectation, dotProduct, Complex.re_sum]
    refine Finset.sum_congr rfl fun s _ => ?_
    rw [mulVec_diagonal, Complex.sq_norm, Complex.normSq_apply]
    simp only [Pi.star_apply, Complex.star_def, Complex.mul_re, Complex.mul_im,
      Complex.conj_re, Complex.conj_im, Complex.ofReal_re, Complex.ofReal_im]
    ring
  have hsq : (diagonal fun s => ((f s : ℝ) : ℂ)) * (diagonal fun s => ((f s : ℝ) : ℂ)) =
      diagonal fun s => ((f s ^ 2 : ℝ) : ℂ) := by
    rw [diagonal_mul_diagonal]
    congr 1
    funext s
    push_cast
    ring
  rw [variance, hsq, hE (fun s => f s ^ 2), hE f]
```

For an observable that is not diagonal, the weights are not enough: $(|0\rangle+|1\rangle)/\sqrt2$ and $(|0\rangle+i|1\rangle)/\sqrt2$ have the same weights, but the variance of the x spin is $0$ in the first and $\tfrac14$ in the second.

The bound $N/4$ for pure product states does not carry over to their statistical mixtures when $N\ge2$. An equal statistical mixture of $|0\dots0\rangle$ and $|1\dots1\rangle$ is unentangled and also has variance $N^2/4$, so a large measured variance alone does not show entanglement.

## Unit norm for each qubit

The condition `∀ i, Normalized (φ i)` says that the weights $p_i(b)=|\varphi_i(b)|^2$ are probabilities, $p_i(0)+p_i(1)=1$. Write $\mu_i=(p_i(0)-p_i(1))/2$ for the mean spin of qubit $i$.

The moments of the total spin follow by induction. With no qubits, the total weight is $1$ and both moments are $0$. Suppose that qubits $1,\dots,n$ have total weight $1$, mean spin $M=\sum_{i=1}^n\mu_i$ and second moment $M^2+V$, where $V=\sum_{i=1}^n(\tfrac14-\mu_i^2)$. Add qubit $0$ with spin $x=\pm\tfrac12$. For fixed $x$, the total has mean $x+M$ and second moment $x^2+2xM+M^2+V$. Averaging over $x$ with weights $p_0$, and using $x^2=\tfrac14$, gives total weight $1$, mean $\mu_0+M$ and second moment

$$\tfrac14+2\mu_0M+M^2+V=(\mu_0+M)^2+\left(\tfrac14-\mu_0^2\right)+V.$$

In `independent_moments`, `hsum` splits off the first qubit, `hm` adds its spin, and `k0`, `k1`, `k2` are the averages at fixed $x$. Each of the three moments then closes with the normalisation `hp 0` of the added qubit.

```lean
/-- For independent spins with normalized weights `p i`, the joint weights sum to one, the mean
of the total spin is the sum of the means, and its second moment is the squared mean plus the
sum of the single-spin variances. -/
theorem independent_moments {N : ℕ} (p : Fin N → Bool → ℝ)
    (hp : ∀ i, p i false + p i true = 1) :
    (∑ s : Fin N → Bool, ∏ i, p i (s i) = 1) ∧
    (∑ s : Fin N → Bool, (∏ i, p i (s i)) * magnetization s =
      ∑ i, (p i false - p i true) / 2) ∧
    (∑ s : Fin N → Bool, (∏ i, p i (s i)) * magnetization s ^ 2 =
      (∑ i, (p i false - p i true) / 2) ^ 2 +
        ∑ i, (1 / 4 - ((p i false - p i true) / 2) ^ 2)) := by
  induction N with
  | zero => simp [magnetization]
  | succ n ih =>
    obtain ⟨h0, h1, h2⟩ := ih (fun i => p i.succ) (fun i => hp i.succ)
    -- split off the first qubit
    have hsum : ∀ f : (Fin (n + 1) → Bool) → ℝ,
        ∑ s, f s = ∑ b : Bool, ∑ s : Fin n → Bool, f (Fin.cons b s) := by
      intro f
      rw [← (Fin.consEquiv (fun _ : Fin (n + 1) => Bool)).sum_comp, Fintype.sum_prod_type]
      rfl
    have hm : ∀ (b : Bool) (s : Fin n → Bool),
        magnetization (Fin.cons b s : Fin (n + 1) → Bool) = spin b + magnetization s := by
      intro b s
      simp only [magnetization, Fin.sum_univ_succ, Fin.cons_zero, Fin.cons_succ]
    -- moments of the remaining qubits, shifted by the spin of the first
    have k0 : ∀ c : ℝ, ∑ s : Fin n → Bool, c * ∏ i, p i.succ (s i) = c := by
      intro c
      rw [← Finset.mul_sum, h0, mul_one]
    have k1 : ∀ c x : ℝ, ∑ s : Fin n → Bool,
        (c * ∏ i, p i.succ (s i)) * (x + magnetization s) =
        c * (x + ∑ i : Fin n, (p i.succ false - p i.succ true) / 2) := by
      intro c x
      rw [← h1, mul_add, ← k0 (c * x), Finset.mul_sum, ← Finset.sum_add_distrib]
      exact Finset.sum_congr rfl fun s _ => by ring
    have k2 : ∀ c x : ℝ, ∑ s : Fin n → Bool,
        (c * ∏ i, p i.succ (s i)) * (x + magnetization s) ^ 2 =
        c * (x ^ 2 + 2 * x * (∑ i : Fin n, (p i.succ false - p i.succ true) / 2) +
          ((∑ i : Fin n, (p i.succ false - p i.succ true) / 2) ^ 2 +
          ∑ i : Fin n, (1 / 4 - ((p i.succ false - p i.succ true) / 2) ^ 2))) := by
      intro c x
      rw [← h2, ← h1, mul_add, mul_add, ← k0 (c * x ^ 2), Finset.mul_sum, Finset.mul_sum,
        Finset.mul_sum, ← Finset.sum_add_distrib, ← Finset.sum_add_distrib]
      exact Finset.sum_congr rfl fun s _ => by ring
    refine ⟨?_, ?_, ?_⟩
    · rw [hsum]
      simp only [Fin.prod_univ_succ, Fin.cons_zero, Fin.cons_succ, Fintype.sum_bool, k0]
      linarith [hp 0]
    · rw [hsum]
      simp only [Fin.prod_univ_succ, Fin.cons_zero, Fin.cons_succ, Fintype.sum_bool, hm, k1,
        Fin.sum_univ_succ, spin]
      linear_combination (∑ i : Fin n, (p i.succ false - p i.succ true) / 2) * hp 0
    · rw [hsum]
      simp only [Fin.prod_univ_succ, Fin.cons_zero, Fin.cons_succ, Fintype.sum_bool, hm, k2,
        Fin.sum_univ_succ, spin]
      linear_combination (1 / 4 + (∑ i : Fin n, (p i.succ false - p i.succ true) / 2) ^ 2 +
        ∑ i : Fin n, (1 / 4 - ((p i.succ false - p i.succ true) / 2) ^ 2)) * hp 0
```

For a single qubit, $\langle s_z^2\rangle=\tfrac14(p(0)+p(1))=\tfrac14$, so its variance is $\tfrac14-\mu^2$.

```lean
/-- The spin variance of one normalized qubit is `1/4` minus its squared mean spin. -/
theorem variance_sz {φ : Bool → ℂ} (h : Normalized φ) :
    variance φ sz = 1 / 4 - ((‖φ false‖ ^ 2 - ‖φ true‖ ^ 2) / 2) ^ 2 := by
  rw [Normalized, Fintype.sum_bool] at h
  rw [sz, variance_diagonal]
  simp only [Fintype.sum_bool, spin]
  linear_combination (1 / 4) * h
```

Without any normalisation the bound $N/4$ fails: one qubit with both amplitudes equal to $1$ gives $\langle s_z^2\rangle-\langle s_z\rangle^2=\tfrac12$. This refutes the bound for arbitrary norms only. If the whole product has norm one, its factors can be rescaled to unit norm without changing it.

## Amplitudes that factor over the qubits

Physically, the product form says that the qubits are uncorrelated. The joint weights are then $\prod_i p_i(s_i)$, and subtracting the squared mean from the second moment leaves

$$\mathrm{Var}(J_z)=\sum_i\left(\tfrac14-\mu_i^2\right).$$

In `variance_product`, `hP` factors the weights, `independent_moments` supplies the moments, and `variance_sz` identifies each term as a single-qubit variance.

```lean
/-- In a product of normalized qubit states the variance of `Jz` is the sum of the single-qubit
variances. -/
theorem variance_product {N : ℕ} {φ : Fin N → Bool → ℂ} (h : ∀ i, Normalized (φ i)) :
    variance (productState φ) (Jz N) = ∑ i, variance (φ i) sz := by
  have hP : ∀ s, ‖productState φ s‖ ^ 2 = ∏ i, ‖φ i (s i)‖ ^ 2 := by
    intro s
    rw [productState, norm_prod, Finset.prod_pow]
  obtain ⟨-, h1, h2⟩ := independent_moments (fun i b => ‖φ i b‖ ^ 2) (fun i => by
    have hi := h i
    rw [Normalized, Fintype.sum_bool] at hi
    linarith)
  rw [Jz, variance_diagonal]
  simp only [hP]
  rw [h1, h2, add_sub_cancel_left]
  exact Finset.sum_congr rfl fun i _ => (variance_sz (h i)).symm
```

Since $\mu_i^2\ge0$, each term is at most $\tfrac14$, and the sum is at most $N/4$.

```lean
/-- Every product of normalized qubit states has `Var(Jz) ≤ N/4`. -/
theorem variance_product_le {N : ℕ} {φ : Fin N → Bool → ℂ} (h : ∀ i, Normalized (φ i)) :
    variance (productState φ) (Jz N) ≤ N / 4 := by
  rw [variance_product h]
  calc ∑ i, variance (φ i) sz ≤ ∑ _i : Fin N, (1 / 4 : ℝ) :=
        Finset.sum_le_sum fun i _ => by
          rw [variance_sz (h i)]
          linarith [sq_nonneg ((‖φ i false‖ ^ 2 - ‖φ i true‖ ^ 2) / 2)]
    _ = N / 4 := by
        simp only [Finset.sum_const, Finset.card_univ, Fintype.card_fin, nsmul_eq_mul]
        ring
```

Equality requires $\sum_i\mu_i^2=0$, hence $\mu_i=0$ for every $i$. Both amplitudes of each qubit then have modulus $1/\sqrt2$, with free phases. The proof uses the same fact, that a vanishing sum of squares has only vanishing terms.

```lean
/-- A product of normalized qubit states reaches `Var(Jz) = N/4` exactly when the two amplitudes
of each qubit have equal modulus. -/
theorem variance_product_eq_iff {N : ℕ} {φ : Fin N → Bool → ℂ} (h : ∀ i, Normalized (φ i)) :
    variance (productState φ) (Jz N) = N / 4 ↔ ∀ i, ‖φ i false‖ = ‖φ i true‖ := by
  have e : ∑ i, variance (φ i) sz =
      N / 4 - ∑ i, ((‖φ i false‖ ^ 2 - ‖φ i true‖ ^ 2) / 2) ^ 2 := by
    rw [Finset.sum_congr rfl fun i _ => variance_sz (h i), Finset.sum_sub_distrib]
    simp only [Finset.sum_const, Finset.card_univ, Fintype.card_fin, nsmul_eq_mul]
    ring
  rw [variance_product h, e]
  constructor
  · intro hv i
    -- a vanishing sum of squares forces every mean spin to vanish
    have hz : ∑ i, ((‖φ i false‖ ^ 2 - ‖φ i true‖ ^ 2) / 2) ^ 2 = 0 := by linarith
    have hi := (Finset.sum_eq_zero_iff_of_nonneg (fun i _ => sq_nonneg _)).1 hz i
      (Finset.mem_univ i)
    have hi' := (pow_eq_zero_iff two_ne_zero).1 hi
    exact (sq_eq_sq₀ (norm_nonneg _) (norm_nonneg _)).1 (by linarith)
  · intro hb
    simp [hb]
```

Without the product form, correlations between the spins can add to the variance, as the two-qubit example shows.

## Unit norm for the whole state

For a general state, `Normalized ψ` makes $|\psi_s|^2$ a probability distribution over bit strings. Every string satisfies $-N/2\le m(s)\le N/2$, therefore

$$\mathrm{Var}(J_z)\le\sum_s|\psi_s|^2m(s)^2\le\frac{N^2}{4}\sum_s|\psi_s|^2=\frac{N^2}{4}.$$

In `variance_le`, `hm` bounds $m(s)^2$ and `hb` takes the weighted sum. The norm enters only in the last equality.

```lean
/-- Every normalized state of `N` qubits has `Var(Jz) ≤ N²/4`. -/
theorem variance_le {N : ℕ} {ψ : (Fin N → Bool) → ℂ} (h : Normalized ψ) :
    variance ψ (Jz N) ≤ (N : ℝ) ^ 2 / 4 := by
  have hs : ∀ b, -(1 / 2) ≤ spin b ∧ spin b ≤ 1 / 2 := by
    intro b
    cases b <;> norm_num [spin]
  have hm : ∀ s : Fin N → Bool, magnetization s ^ 2 ≤ (N : ℝ) ^ 2 / 4 := by
    intro s
    have hu : magnetization s ≤ ∑ _i : Fin N, (1 / 2 : ℝ) :=
      Finset.sum_le_sum fun i _ => (hs (s i)).2
    have hl : ∑ _i : Fin N, (-(1 / 2) : ℝ) ≤ magnetization s :=
      Finset.sum_le_sum fun i _ => (hs (s i)).1
    simp only [Finset.sum_const, Finset.card_univ, Fintype.card_fin, nsmul_eq_mul] at hu hl
    nlinarith
  have hb : ∑ s, ‖ψ s‖ ^ 2 * magnetization s ^ 2 ≤ ∑ s, ‖ψ s‖ ^ 2 * ((N : ℝ) ^ 2 / 4) :=
    Finset.sum_le_sum fun s _ => mul_le_mul_of_nonneg_left (hm s) (sq_nonneg _)
  rw [Normalized] at h
  rw [← Finset.sum_mul, h, one_mul] at hb
  rw [Jz, variance_diagonal]
  linarith [sq_nonneg (∑ s, ‖ψ s‖ ^ 2 * magnetization s)]
```

The qubit with both amplitudes equal to $1$ breaks this bound too, since $\tfrac12>\tfrac14$. With both amplitudes equal to $a>0$ the value is $a^2/2$, which exceeds $\tfrac14$ as soon as the norm $\sqrt2\,a$ exceeds one. For this bound, a norm of at most one would suffice.

## At least one qubit in the GHZ state

The condition `1 ≤ N` makes $0\dots0$ and $1\dots1$ different strings. Each then has weight $\tfrac12$, and the average of any function $f$ of the bit string is the mean of its two values there. The proof of `ghz_average` compares the two strings at qubit $0$, which exists because $N\ge1$.

```lean
/-- For `N ≥ 1` a GHZ average is the mean of the values on the two uniform bit strings. -/
theorem ghz_average {N : ℕ} (hN : 1 ≤ N) (f : (Fin N → Bool) → ℝ) :
    ∑ s, ‖ghz N s‖ ^ 2 * f s = (f (fun _ => false) + f (fun _ => true)) / 2 := by
  have hn : ‖(1 : ℂ) / ((Real.sqrt 2 : ℝ) : ℂ)‖ ^ 2 = 1 / 2 := by
    rw [norm_div, norm_one, Complex.norm_real, Real.norm_of_nonneg (Real.sqrt_nonneg 2),
      div_pow, Real.sq_sqrt (by norm_num), one_pow]
  have hw : ∀ s, ‖ghz N s‖ ^ 2 = (if s = (fun _ => false) then (1 / 2 : ℝ) else 0) +
      (if s = (fun _ => true) then (1 / 2 : ℝ) else 0) := by
    intro s
    by_cases h0 : s = (fun _ => false)
    · -- the two uniform strings differ because there is at least one qubit
      have h1 : ¬ s = (fun _ => true) := by
        intro h1
        have hc := congrFun (h0.symm.trans h1) ⟨0, hN⟩
        exact Bool.false_ne_true hc
      simp only [ghz, if_pos h0, if_neg h1, add_zero, hn]
    · by_cases h1 : s = (fun _ => true)
      · simp only [ghz, if_neg h0, if_pos h1, zero_add, hn]
      · simp [ghz, h0, h1]
  simp only [hw, add_mul, ite_mul, zero_mul, Finset.sum_add_distrib, Finset.sum_ite_eq',
    Finset.mem_univ, if_true]
  ring
```

Taking $f=1$ gives unit norm. Taking $f=m$ gives mean $(N/2-N/2)/2=0$, and $f=m^2$ gives second moment $N^2/4$, which is therefore the variance. `ghz_variance` makes the same three substitutions.

```lean
/-- For `N ≥ 1` the GHZ state is normalized and has `Var(Jz) = N²/4`. -/
theorem ghz_variance {N : ℕ} (hN : 1 ≤ N) :
    Normalized (ghz N) ∧ variance (ghz N) (Jz N) = (N : ℝ) ^ 2 / 4 := by
  constructor
  · have h := ghz_average hN (fun _ => 1)
    simp only [mul_one] at h
    rw [Normalized]
    linarith
  · rw [Jz, variance_diagonal, ghz_average hN (fun s => magnetization s ^ 2),
      ghz_average hN magnetization]
    simp only [magnetization, spin, Finset.sum_const, Finset.card_univ, Fintype.card_fin,
      nsmul_eq_mul]
    ring
```

With no qubits the two strings coincide, the single amplitude is $\sqrt2$, and normalisation fails. The variance formula still holds there, as $0=0$.

## At least two qubits for a state that is not a product

If the GHZ state were a product of unit qubit states, the two results would give $N^2/4\le N/4$, which is false for $N\ge2$. The proof of `ghz_ne_product` derives this contradiction by rewriting the product bound with the GHZ variance.

```lean
/-- For `N ≥ 2` the GHZ state is not a product of normalized qubit states. -/
theorem ghz_ne_product {N : ℕ} (hN : 2 ≤ N) {φ : Fin N → Bool → ℂ}
    (h : ∀ i, Normalized (φ i)) : productState φ ≠ ghz N := by
  intro he
  have hle := variance_product_le h
  rw [he, (ghz_variance (by omega)).2] at hle
  have h2 : (2 : ℝ) ≤ N := by exact_mod_cast hN
  nlinarith

end

end CollectiveSpinVariance
```

For $N=1$ the GHZ state is $(|0\rangle+|1\rangle)/\sqrt2$, itself a unit qubit state, and the two variances agree. The theorem excludes a factorisation into single qubits; it says nothing about a factorisation into larger groups.

```lean
#print axioms CollectiveSpinVariance.variance_product_eq_iff
#print axioms CollectiveSpinVariance.variance_le
#print axioms CollectiveSpinVariance.ghz_ne_product
```

```
'CollectiveSpinVariance.variance_product_eq_iff' depends on axioms: [propext, Classical.choice, Quot.sound]
'CollectiveSpinVariance.variance_le' depends on axioms: [propext, Classical.choice, Quot.sound]
'CollectiveSpinVariance.ghz_ne_product' depends on axioms: [propext, Classical.choice, Quot.sound]
```
